# The logarithmic Madelung constant \(\tfrac12\ln(\pi/2)\) of a row of alternating line charges

To obtain the potential at one site of a row of parallel lines with alternating charge by direct summation, one has to stop at some distance. In code this is a loop over the sites \(m=1,\dots,M\) that adds the contribution of the two lines at \(\pm m\). Stopped there, the loop does not converge for nonzero line charge: for large \(M\) its output alternates in sign, and it grows without bound in magnitude along even \(M\) and along odd \(M\). One further statement after the loop, adding the two lines at \(\pm(M+1)\) with half their charge, makes the cluster neutral and the output convergent. The closed-form limit can serve as a reference value for summation schemes with a logarithmic Coulomb interaction, for the restricted geometry of a single row of equally spaced, infinitely long lines of charge \(\pm q\).

## Setting

The lines lie in one plane with spacing \(a\), and the line at site \(m\) has charge per length \((-1)^m q\). In Gaussian units a line of charge density \(q\) produces the potential \(-2q\ln r\) at distance \(r\), where all lengths are measured in units of the radius at which this potential is set to zero.

```lean
import Mathlib

open Filter Topology Real Finset

namespace AlternatingLineCharges

noncomputable section
```

Lean's `range M` runs over \(n=0,\dots,M-1\), so the index \(n\) labels site \(n+1\). The sharply truncated sum is
\[ S_M=\sum_{n=0}^{M-1}(-1)^{n+1}\ln(n+1). \]

```lean
/-- Sharply truncated sum `S_M = ∑_{n=1..M} (-1)^n ln n` over alternating line charges. -/
def lineSum (M : ℕ) : ℝ := ∑ n ∈ range M, (-1) ^ (n + 1) * log ((n : ℝ) + 1)
```

The half-weighted sum is \(H_M=S_M+\tfrac12(-1)^{M+1}\ln(M+1)\), and the constant is \(L=\tfrac12\ln(\pi/2)\).

```lean
/-- Half-weighted sum `H_M`: the sum `S_M` plus one half of the term of line `M + 1`. -/
def halfSum (M : ℕ) : ℝ := lineSum M + 1 / 2 * (-1) ^ (M + 1) * log ((M : ℝ) + 1)

/-- The logarithmic Madelung constant `(1/2) ln(π/2)`. -/
def logMadelung : ℝ := 1 / 2 * log (π / 2)

/-- Potential `-2 q ln r` of a line of charge density `q` at distance `r`. -/
def linePotential (q r : ℝ) : ℝ := -2 * q * log r
```

The cluster of size \(M\) consists of the central line \(q\), full lines at sites \(\pm1,\dots,\pm M\) and half-weighted lines at \(\pm(M+1)\); for \(M=0\) it is the central line with \(-q/2\) on each side. Its total charge density is \(Q_M\). The potential \(V_M\) at the centre counts all lines except the central one, and the factor 2 accounts for the two sides. The logarithmic law enters as a definition and is not derived from Poisson's equation; only these symmetric clusters are treated, and only the potential at the central site.

```lean
/-- Total charge density of the cluster: a central line `q`, lines `(-1)^n q` at sites `±n`
for `n = 1..M`, and lines of half weight at sites `±(M+1)`. -/
def clusterCharge (q : ℝ) (M : ℕ) : ℝ :=
  q + 2 * (∑ n ∈ range M, q * (-1) ^ (n + 1) + 1 / 2 * (q * (-1) ^ (M + 1)))

/-- Potential at the central line due to all other lines of the cluster, for spacing `a`. -/
def clusterPotential (q a : ℝ) (M : ℕ) : ℝ :=
  2 * (∑ n ∈ range M, linePotential (q * (-1) ^ (n + 1)) (((n : ℝ) + 1) * a)
    + linePotential (1 / 2 * (q * (-1) ^ (M + 1))) (((M : ℝ) + 1) * a))
```

## (a) One more line

Task: show that \(S_{M+1}=S_M+(-1)^{M+1}\ln(M+1)\).

Solution: split off the last term, \(n=M\), which is what `Finset.sum_range_succ` does.

```lean
/-- Adding line `M + 1` adds `(-1)^(M+1) ln(M+1)` to the truncated sum. -/
theorem lineSum_succ (M : ℕ) :
    lineSum (M + 1) = lineSum M + (-1) ^ (M + 1) * log ((M : ℝ) + 1) := by
  unfold lineSum
  rw [Finset.sum_range_succ]
```

## (b) The Wallis product

Task: with the partial product
\[ W_N=\prod_{n=0}^{N-1}\frac{2n+2}{2n+1}\cdot\frac{2n+2}{2n+3}, \]
show that \(S_{2N}-\tfrac12\ln(2N+1)=\tfrac12\ln W_N\) for every \(N\ge0\).

Solution: for \(N=0\) both sides vanish, since \(S_0=0\) and \(W_0=1\). In the step from \(n\) to \(n+1\), part (a) applied twice gives \(S_{2n+2}=S_{2n}-\ln(2n+1)+\ln(2n+2)\). The left side therefore changes by
\[ -\ln(2n+1)+\ln(2n+2)-\tfrac12\ln(2n+3)+\tfrac12\ln(2n+1)=\tfrac12\ln\frac{(2n+2)^2}{(2n+1)(2n+3)}, \]
which is half the logarithm of the new Wallis factor. In Lean, `step` adds the pair of lines, `Real.Wallis.W_succ` adds the factor, `log_mul` and `log_div` expand its logarithm, and `linarith` compares the two sides using `ih`.

```lean
/-- `S_(2N) - (1/2) ln(2N+1)` is half the logarithm of the `N`-th Wallis partial product. -/
theorem neutral_eq_log_wallis (N : ℕ) :
    lineSum (2 * N) - 1 / 2 * log (2 * (N : ℝ) + 1) = 1 / 2 * log (Real.Wallis.W N) := by
  induction N with
  | zero => simp [lineSum, Real.Wallis.W]
  | succ n ih =>
    have s1 : (-1 : ℝ) ^ (2 * n + 1) = -1 := Odd.neg_one_pow ⟨n, rfl⟩
    have s2 : (-1 : ℝ) ^ (2 * n + 1 + 1) = 1 := Even.neg_one_pow ⟨n + 1, by ring⟩
    have c1 : ((2 * n : ℕ) : ℝ) + 1 = 2 * n + 1 := by simp
    have c2 : ((2 * n + 1 : ℕ) : ℝ) + 1 = 2 * n + 2 := by push_cast; ring
    have c3 : 2 * ((n + 1 : ℕ) : ℝ) + 1 = 2 * n + 3 := by push_cast; ring
    -- one more pair of opposite lines
    have step : lineSum (2 * (n + 1))
        = lineSum (2 * n) - log (2 * (n : ℝ) + 1) + log (2 * (n : ℝ) + 2) := by
      rw [show 2 * (n + 1) = 2 * n + 1 + 1 by ring, lineSum_succ, lineSum_succ, s1, s2, c1, c2]
      ring
    have h1 : (2 * (n : ℝ) + 1) ≠ 0 := by positivity
    have h2 : (2 * (n : ℝ) + 2) ≠ 0 := by positivity
    have h3 : (2 * (n : ℝ) + 3) ≠ 0 := by positivity
    -- one more Wallis factor
    rw [Real.Wallis.W_succ, log_mul (Real.Wallis.W_pos n).ne'
        (mul_ne_zero (div_ne_zero h2 h1) (div_ne_zero h2 h3)),
      log_mul (div_ne_zero h2 h1) (div_ne_zero h2 h3), log_div h2 h1, log_div h2 h3, c3, step]
    linarith
```

The proof turns on Mathlib's `Real.Wallis.W`, which is \(W_N\) with exactly this indexing. Besides the recursion and positivity, Mathlib supplies the bounds `Real.Wallis.le_W` and `Real.Wallis.W_le`,
\[ \frac{2N+1}{2N+2}\,\frac{\pi}{2}\le W_N\le\frac{\pi}{2}, \]
and the limit `Real.Wallis.tendsto_W_nhds_pi_div_two`. All of these are imported as proved theorems. By hand they come from \(I_k=\int_0^\pi\sin^k x\,dx\). Integration by parts gives \(I_{k+2}=\frac{k+1}{k+2}I_k\), and with \(I_0=\pi\), \(I_1=2\) this yields \(W_N=\frac{\pi}{2}\,I_{2N+1}/I_{2N}\). The inequalities \(I_{2N+2}\le I_{2N+1}\le I_{2N}\) then give both bounds, and the lower bound tends to \(\pi/2\).

## (c) The main limit

Task: show that \(S_{2N}-\tfrac12\ln(2N+1)\to L\) as \(N\to\infty\).

Solution: \(W_N\to\pi/2\) and the logarithm is continuous there, so \(\tfrac12\ln W_N\to\tfrac12\ln(\pi/2)\); by (b) this is the sequence in question. In the statement, `atTop` means \(N\to\infty\) and `𝓝 logMadelung` means convergence to \(L\). Continuity of `log` needs `hπ`, that \(\pi/2\neq0\), and `h.congr` transfers the limit to the termwise equal sequence.

```lean
/-- The half-weighted sums `S_(2N) - (1/2) ln(2N+1)` tend to `(1/2) ln(π/2)`. -/
theorem tendsto_neutral :
    Tendsto (fun N : ℕ => lineSum (2 * N) - 1 / 2 * log (2 * (N : ℝ) + 1)) atTop
      (𝓝 logMadelung) := by
  have hπ : π / 2 ≠ 0 := by positivity
  have h := (Real.Wallis.tendsto_W_nhds_pi_div_two.log hπ).const_mul (1 / 2 : ℝ)
  exact h.congr fun N => (neutral_eq_log_wallis N).symm
```

## (d) Sharp truncation diverges

Task: show that \(S_{2N}\to+\infty\), that \(S_{2N+1}\to-\infty\), and that no real number is the limit of \(S_M\).

Solution: write \(T_N=S_{2N}-\tfrac12\ln(2N+1)\), which converges by (c). Then
\[ S_{2N}=T_N+\tfrac12\ln(2N+1),\qquad S_{2N+1}=S_{2N}-\ln(2N+1)=T_N-\tfrac12\ln(2N+1). \]
A convergent sequence plus one that tends to \(\pm\infty\) tends to \(\pm\infty\). A finite limit of \(S_M\) would also be the limit of the subsequence \(S_{2N}\), which contradicts the first claim. The two identities are `ke` and `ko`, the rule for sums is `add_atTop` or `add_atBot`, and `hL.comp h2` passes to the even subsequence.

```lean
/-- The truncated sums go to `+∞` along even `M` and to `-∞` along odd `M`,
and `S_M` has no finite limit. -/
theorem lineSum_diverges :
    Tendsto (fun N : ℕ => lineSum (2 * N)) atTop atTop ∧
    Tendsto (fun N : ℕ => lineSum (2 * N + 1)) atTop atBot ∧
    ¬ ∃ L : ℝ, Tendsto lineSum atTop (𝓝 L) := by
  have h0 : Tendsto (fun N : ℕ => log (2 * (N : ℝ) + 1)) atTop atTop :=
    tendsto_log_atTop.comp (tendsto_atTop_add_const_right _ 1
      (tendsto_natCast_atTop_atTop.const_mul_atTop two_pos))
  have hlog : Tendsto (fun N : ℕ => 1 / 2 * log (2 * (N : ℝ) + 1)) atTop atTop :=
    h0.const_mul_atTop one_half_pos
  have hneg : Tendsto (fun N : ℕ => -(1 / 2 * log (2 * (N : ℝ) + 1))) atTop atBot :=
    tendsto_neg_atTop_atBot.comp hlog
  -- each truncated sum is the convergent sum plus or minus a growing logarithm
  have ke : ∀ N : ℕ, lineSum (2 * N) - 1 / 2 * log (2 * (N : ℝ) + 1)
      + 1 / 2 * log (2 * (N : ℝ) + 1) = lineSum (2 * N) := fun N => by ring
  have ko : ∀ N : ℕ, lineSum (2 * N) - 1 / 2 * log (2 * (N : ℝ) + 1)
      + -(1 / 2 * log (2 * (N : ℝ) + 1)) = lineSum (2 * N + 1) := fun N => by
    have s1 : (-1 : ℝ) ^ (2 * N + 1) = -1 := Odd.neg_one_pow ⟨N, rfl⟩
    have c1 : ((2 * N : ℕ) : ℝ) + 1 = 2 * N + 1 := by simp
    rw [lineSum_succ, s1, c1]
    ring
  have heven := (tendsto_neutral.add_atTop hlog).congr ke
  refine ⟨heven, (tendsto_neutral.add_atBot hneg).congr ko, ?_⟩
  rintro ⟨L, hL⟩
  have h2 : Tendsto (fun N : ℕ => 2 * N) atTop atTop :=
    tendsto_atTop_atTop.2 fun b => ⟨b, fun a ha => show b ≤ 2 * a by omega⟩
  exact not_tendsto_nhds_of_tendsto_atTop heven L (hL.comp h2)
```

## (e) Even and odd half-weighted sums

Task: show that \(H_{2N}=S_{2N}-\tfrac12\ln(2N+1)\) and \(H_{2N+1}=H_{2N}+\tfrac12[\ln(2N+2)-\ln(2N+1)]\).

Solution: the first is the definition with \((-1)^{2N+1}=-1\), so \(H_{2N}=T_N\). For the second, (a) gives \(H_{2N+1}=S_{2N}-\ln(2N+1)+\tfrac12\ln(2N+2)\); subtracting \(H_{2N}\) leaves half the bracket. The signs are `s1` and `s2`.

```lean
/-- `H_(2N) = S_(2N) - (1/2) ln(2N+1)`, and `H_(2N+1)` differs from it by
`(1/2)(ln(2N+2) - ln(2N+1))`. -/
theorem halfSum_even_odd (N : ℕ) :
    halfSum (2 * N) = lineSum (2 * N) - 1 / 2 * log (2 * (N : ℝ) + 1) ∧
    halfSum (2 * N + 1) = halfSum (2 * N)
      + 1 / 2 * (log (2 * (N : ℝ) + 2) - log (2 * (N : ℝ) + 1)) := by
  have s1 : (-1 : ℝ) ^ (2 * N + 1) = -1 := Odd.neg_one_pow ⟨N, rfl⟩
  have s2 : (-1 : ℝ) ^ (2 * N + 1 + 1) = 1 := Even.neg_one_pow ⟨N + 1, by ring⟩
  have c1 : ((2 * N : ℕ) : ℝ) + 1 = 2 * N + 1 := by simp
  have c2 : ((2 * N + 1 : ℕ) : ℝ) + 1 = 2 * N + 2 := by push_cast; ring
  constructor
  · unfold halfSum
    rw [s1, c1]
    ring
  · unfold halfSum
    rw [lineSum_succ, s1, s2, c1, c2]
    ring
```

## (f) A bracket for the constant

Task: show that \(H_{2N}\le L\le H_{2N+1}\) and \(H_{2N+1}-H_{2N}\le\frac{1}{2(2N+1)}\).

Solution: by (b) and (e), \(H_{2N}=\tfrac12\ln W_N\), and the upper Wallis bound gives \(H_{2N}\le L\) (`hu`). The logarithm of the lower bound reads \(\ln W_N\ge\ln(2N+1)-\ln(2N+2)+\ln(\pi/2)\) (`hl`). Halving it and adding \(\tfrac12[\ln(2N+2)-\ln(2N+1)]\) gives \(H_{2N+1}\ge L\). The width is \(\tfrac12\ln x\) with \(x=\frac{2N+2}{2N+1}\), and \(\ln x\le x-1=\frac1{2N+1}\) (`hg`). All three claims are then linear in the logarithms.

```lean
/-- Consecutive half-weighted sums bracket the constant, `H_(2N) ≤ (1/2) ln(π/2) ≤ H_(2N+1)`,
and the bracket has width at most `1/(2(2N+1))`. -/
theorem halfSum_bracket (N : ℕ) :
    halfSum (2 * N) ≤ logMadelung ∧ logMadelung ≤ halfSum (2 * N + 1) ∧
    halfSum (2 * N + 1) - halfSum (2 * N) ≤ 1 / (2 * (2 * (N : ℝ) + 1)) := by
  obtain ⟨he, ho⟩ := halfSum_even_odd N
  have hw := neutral_eq_log_wallis N
  have h1 : (2 * (N : ℝ) + 1) ≠ 0 := by positivity
  have h2 : (2 * (N : ℝ) + 2) ≠ 0 := by positivity
  have hπ : π / 2 ≠ 0 := by positivity
  -- two-sided bounds on the Wallis product
  have hu := Real.log_le_log (Real.Wallis.W_pos N) (Real.Wallis.W_le N)
  have hl := Real.log_le_log (by positivity) (Real.Wallis.le_W N)
  rw [log_mul (div_ne_zero h1 h2) hπ, log_div h1 h2] at hl
  -- ln x ≤ x - 1 for the width
  have hg := Real.log_le_sub_one_of_pos
    (show 0 < (2 * (N : ℝ) + 2) / (2 * N + 1) by positivity)
  have e : (2 * (N : ℝ) + 2) / (2 * N + 1) - 1 = 2 * (1 / (2 * (2 * (N : ℝ) + 1))) := by
    field_simp
    ring
  rw [log_div h2 h1, e] at hg
  unfold logMadelung
  refine ⟨by linarith, by linarith, by linarith⟩
```

For \(N=1\): \(W_1=\tfrac21\cdot\tfrac23=\tfrac43\), \(H_2=\ln2-\tfrac12\ln3=\tfrac12\ln\tfrac43\approx0.1438\) and \(H_3=\ln2-\ln3+\tfrac12\ln4=\ln\tfrac43\approx0.2877\). These enclose \(L\approx0.2258\), and the width \(0.1438\) is below \(1/6\). The sharp sums \(S_1,\dots,S_4\) are about \(0,\ 0.693,\ -0.405,\ 0.981\).

## (g) Error bound

Task: show that \(|H_M-L|\le\frac1{2M}\) for \(M\ge1\).

Solution: write \(M=2N\) or \(M=2N+1\). In both cases \(H_M\) is an end point of the interval \([H_{2N},H_{2N+1}]\), which contains \(L\), so \(|H_M-L|\le\frac1{2(2N+1)}\). For odd \(M\) this is \(\frac1{2M}\). For even \(M\ge1\) one has \(N>0\) and \(\frac1{2(2N+1)}\le\frac1{2\cdot2N}\). The case split is `Nat.even_or_odd'`, and `abs_le` turns the modulus into two inequalities. The hypothesis `hM` matters: Lean evaluates \(1/0\) as \(0\), so at \(M=0\) the bound would assert \(H_0=L\), whereas \(H_0=0\).

```lean
/-- For `M ≥ 1` the half-weighted sum is within `1/(2M)` of `(1/2) ln(π/2)`. -/
theorem halfSum_error (M : ℕ) (hM : 1 ≤ M) :
    |halfSum M - logMadelung| ≤ 1 / (2 * (M : ℝ)) := by
  rcases Nat.even_or_odd' M with ⟨N, rfl | rfl⟩
  · obtain ⟨b1, b2, b3⟩ := halfSum_bracket N
    have hN : (0 : ℝ) < N := by exact_mod_cast (by omega : 0 < N)
    have c : ((2 * N : ℕ) : ℝ) = 2 * N := by simp
    have h : 1 / (2 * (2 * (N : ℝ) + 1)) ≤ 1 / (2 * (2 * (N : ℝ))) :=
      one_div_le_one_div_of_le (by positivity) (by linarith)
    rw [c, abs_le]
    constructor <;> linarith
  · obtain ⟨b1, b2, b3⟩ := halfSum_bracket N
    have c : ((2 * N + 1 : ℕ) : ℝ) = 2 * N + 1 := by simp
    rw [c, abs_le]
    constructor <;> linarith
```

## (h) Convergence along all sizes

Task: show that \(H_M\to L\) as \(M\to\infty\), over even and odd \(M\) alike.

Solution: \(0\le|H_M-L|\le\frac1{2M}\to0\). The lemma `squeeze_zero'` requires the bound only for large \(M\), here from \(M=1\) on.

```lean
/-- The half-weighted sums `H_M` tend to `(1/2) ln(π/2)` along all `M`, even and odd. -/
theorem tendsto_halfSum : Tendsto halfSum atTop (𝓝 logMadelung) := by
  rw [tendsto_iff_norm_sub_tendsto_zero]
  refine squeeze_zero' (g := fun M : ℕ => 1 / (2 * (M : ℝ)))
    (Eventually.of_forall fun _ => norm_nonneg _)
    (eventually_atTop.2 ⟨1, fun M hM => halfSum_error M hM⟩) ?_
  exact tendsto_const_nhds.div_atTop (tendsto_natCast_atTop_atTop.const_mul_atTop two_pos)
```

## (i) Neutrality

Task: show that \(Q_M=0\) for every real \(q\) and every \(M\ge0\).

Solution: \(Q_0=q+2(-\tfrac12q)=0\). From \(n\) to \(n+1\) the lines at \(\pm(n+1)\) go from half to full weight and opposite half lines appear at \(\pm(n+2)\):
\[ Q_{n+1}-Q_n=2q\left[\tfrac12(-1)^{n+1}+\tfrac12(-1)^{n+2}\right]=0. \]
After `pow_succ` expresses the new sign through the old one, `linear_combination ih` checks this difference.

```lean
/-- The cluster with half-weighted outer lines carries zero total charge. -/
theorem clusterCharge_eq_zero (q : ℝ) (M : ℕ) : clusterCharge q M = 0 := by
  induction M with
  | zero =>
    unfold clusterCharge
    rw [Finset.sum_range_zero]
    ring
  | succ n ih =>
    unfold clusterCharge at ih ⊢
    rw [Finset.sum_range_succ, pow_succ (-1 : ℝ) (n + 1)]
    linear_combination ih
```

## (j) The potential at the central line

Task: for any real \(q\) and any \(a>0\), show that \(V_M\to2q\ln(2a/\pi)\).

Solution: line \(n+1\) sits at distance \((n+1)a\), and \(\ln[(n+1)a]=\ln(n+1)+\ln a\). Collecting the two kinds of terms gives
\[ V_M=-4qH_M-4\ln a\left[\sum_{n=0}^{M-1}q(-1)^{n+1}+\tfrac12q(-1)^{M+1}\right]. \]
The bracket is the charge on one side. Since \(Q_M=q+2[\dots]=0\), it equals \(-q/2\), so that \(V_M=-4qH_M+2q\ln a\). By (h) the limit is \(-2q\ln(\pi/2)+2q\ln a=2q\ln(2a/\pi)\). Inside the proof, `hs` splits the logarithms of the full lines, `key` is the identity for \(V_M\), with neutrality brought in by `linear_combination (2 * log a) * hc`, and `hv` rewrites the limit.

```lean
/-- For spacing `a > 0` the potential at the central line tends to `2 q ln(2a/π)`
as the cluster grows. -/
theorem tendsto_clusterPotential (q a : ℝ) (ha : 0 < a) :
    Tendsto (clusterPotential q a) atTop (𝓝 (2 * q * log (2 * a / π))) := by
  have key : ∀ M : ℕ, -4 * q * halfSum M + 2 * q * log a = clusterPotential q a M := by
    intro M
    have hs : ∑ n ∈ range M, linePotential (q * (-1) ^ (n + 1)) (((n : ℝ) + 1) * a)
        = -2 * q * lineSum M + -2 * log a * ∑ n ∈ range M, q * (-1) ^ (n + 1) := by
      unfold lineSum
      rw [Finset.mul_sum, Finset.mul_sum, ← Finset.sum_add_distrib]
      refine Finset.sum_congr rfl fun n _ => ?_
      have hn : (n : ℝ) + 1 ≠ 0 := by positivity
      unfold linePotential
      rw [log_mul hn ha.ne']
      ring
    have hM : (M : ℝ) + 1 ≠ 0 := by positivity
    have hc := clusterCharge_eq_zero q M
    unfold clusterCharge at hc
    unfold clusterPotential
    rw [hs]
    unfold linePotential halfSum
    rw [log_mul hM ha.ne']
    -- neutrality fixes the coefficient of ln a
    linear_combination (2 * log a) * hc
  have hπ : π / 2 ≠ 0 := by positivity
  have e : 2 * a / π = a / (π / 2) := by field_simp
  have hv : 2 * q * log (2 * a / π) = -4 * q * logMadelung + 2 * q * log a := by
    unfold logMadelung
    rw [e, log_div ha.ne' hπ]
    ring
  rw [hv]
  exact ((tendsto_halfSum.const_mul (-4 * q)).add_const (2 * q * log a)).congr key

end

end AlternatingLineCharges
```

For \(q=a=1\) and \(M=2\) the loop, completed by the two half-weighted lines, returns \(2[\,0-2\ln2+\ln3\,]\approx-0.575=-4H_2\), for \(M=3\) it returns \(-4H_3\approx-1.151\), and the limit is \(2\ln(2/\pi)\approx-0.903\). The lines other than the central one carry net charge \(-q\), so for \(q\neq0\) both \(V_M\) and its limit shift, through the term \(2q\ln a\), when the reference radius is changed; a comparison with another code should use the same reference radius or correct for this constant shift. Combining the identity for \(V_M\) with (g) would give \(|V_M-2q\ln(2a/\pi)|\le2|q|/M\) for \(M\ge1\), an estimate that the theorem, which speaks of the limit alone, does not contain.

```lean
#print axioms AlternatingLineCharges.lineSum_diverges
#print axioms AlternatingLineCharges.clusterCharge_eq_zero
#print axioms AlternatingLineCharges.tendsto_clusterPotential
```

```
'AlternatingLineCharges.lineSum_diverges' depends on axioms: [propext, Classical.choice, Quot.sound]
'AlternatingLineCharges.clusterCharge_eq_zero' depends on axioms: [propext, Classical.choice, Quot.sound]
'AlternatingLineCharges.tendsto_clusterPotential' depends on axioms: [propext, Classical.choice, Quot.sound]
```
